# At wave vector k(cos φ, sin φ), the spinor (1, exp(iφ))/√2 is an eigenvector of the massless Dirac Hamiltonian ħv(kₓσₓ + k_yσ_y) with energy ħvk

The theorem `coneSpinor_eigenvector` concerns a single particle near a massless Dirac cone, described by the 2×2 Hamiltonian w(kₓσₓ + k_yσ_y), where w is ħ times the velocity. It states that at the wave vector k(cos φ, sin φ) this matrix sends the normalised spinor (1, exp(iφ))/√2 to wk times itself. The numbers w, k and φ are any reals, so k may be negative or zero. The attempt first proves the equation without the factor 1/√2, one component at a time, and then restores the factor by linearity.

This version doesn't compile in Lean 4 with Mathlib:

```lean
import Mathlib

open Matrix Filter Topology
open scoped Real

namespace ConeSpinorEigenvector

noncomputable section

/-- The Hamiltonian `w (kx σx + ky σy)` of a massless Dirac cone, where `w` is `ħ` times the
velocity. -/
def diracHamiltonian (w kx ky : ℝ) : Matrix (Fin 2) (Fin 2) ℂ :=
  !![0, (w : ℂ) * ((kx : ℂ) - (ky : ℂ) * Complex.I);
     (w : ℂ) * ((kx : ℂ) + (ky : ℂ) * Complex.I), 0]

/-- The spinor `(1, exp (i φ)) / √2` at polar angle `φ` around the cone. -/
def coneSpinor (φ : ℝ) : Fin 2 → ℂ :=
  ((1 / √2 : ℝ) : ℂ) • ![1, Complex.exp ((φ : ℂ) * Complex.I)]

/-- The cone spinor at angle `φ` is an eigenvector of the Dirac Hamiltonian at the wave vector
`k (cos φ, sin φ)`, with energy `w k`. -/
theorem coneSpinor_eigenvector (w k φ : ℝ) :
    diracHamiltonian w (k * Real.cos φ) (k * Real.sin φ) *ᵥ coneSpinor φ
      = ((w * k : ℝ) : ℂ) • coneSpinor φ := by
  have h : diracHamiltonian w (k * Real.cos φ) (k * Real.sin φ) *ᵥ
      ![1, Complex.exp ((φ : ℂ) * Complex.I)]
      = ((w * k : ℝ) : ℂ) • ![1, Complex.exp ((φ : ℂ) * Complex.I)] := by
    funext i
    refine Fin.forall_fin_two.2 ⟨?_, ?_⟩ i
    · simp only [Matrix.mulVec, dotProduct, Fin.sum_univ_two, Pi.smul_apply, smul_eq_mul]
      change (0 : ℂ) * 1 + (w : ℂ) * (((k * Real.cos φ : ℝ) : ℂ)
        - ((k * Real.sin φ : ℝ) : ℂ) * Complex.I) * Complex.exp ((φ : ℂ) * Complex.I)
        = ((w * k : ℝ) : ℂ) * 1
      rw [Complex.exp_mul_I]
      push_cast
      linear_combination (w : ℂ) * k * Complex.sin_sq_add_cos_sq (φ : ℂ)
        - (w : ℂ) * k * Complex.sin (φ : ℂ) ^ 2 * Complex.I_sq
    · simp only [Matrix.mulVec, dotProduct, Fin.sum_univ_two, Pi.smul_apply, smul_eq_mul]
      change (w : ℂ) * (((k * Real.cos φ : ℝ) : ℂ)
        + ((k * Real.sin φ : ℝ) : ℂ) * Complex.I) * 1
        + 0 * Complex.exp ((φ : ℂ) * Complex.I)
        = ((w * k : ℝ) : ℂ) * Complex.exp ((φ : ℂ) * Complex.I)
      rw [Complex.exp_mul_I]
      push_cast
      ring
  rw [coneSpinor, Matrix.mulVec_smul, h, smul_comm]

end

end ConeSpinorEigenvector
```

The compiler's answer:

```
Main.lean:29:4: error: Type mismatch
  Fin.forall_fin_two.mpr ⟨?m.83, ?m.84⟩ i
has type
  ?m.78 i
but is expected to have type
  (diracHamiltonian w (k * Real.cos φ) (k * Real.sin φ) *ᵥ ![1, Complex.exp (↑φ * Complex.I)]) i =
    (↑(w * k) • ![1, Complex.exp (↑φ * Complex.I)]) i
```

Cause. After `funext i` the goal is an equation between the components at one index `i`. The lemma `Fin.forall_fin_two` says that a predicate holds for every index in `Fin 2` exactly when it holds at 0 and at 1. The failing line uses it from right to left and applies the result to `i`, so the term has type `?m.78 i`, where `?m.78` is a predicate still to be found. Lean had to work out that predicate from its value at `i` alone, and the type mismatch says that it did not match `?m.78 i` with the goal.

In the repair, `revert i` turns the goal back into a statement about all `i`, which is the form of the lemma's left side. `rw [Fin.forall_fin_two]` can then read the predicate off the body of that statement, and it replaces the goal by the equations at 0 and 1 joined by "and". `constructor` splits these into the two goals that the existing bullets prove.

Lean accepts the file once it reads:

```diff
@@ -27,5 +27,7 @@
       = ((w * k : ℝ) : ℂ) • ![1, Complex.exp ((φ : ℂ) * Complex.I)] := by
     funext i
-    refine Fin.forall_fin_two.2 ⟨?_, ?_⟩ i
+    revert i
+    rw [Fin.forall_fin_two]
+    constructor
     · simp only [Matrix.mulVec, dotProduct, Fin.sum_univ_two, Pi.smul_apply, smul_eq_mul]
       change (0 : ℂ) * 1 + (w : ℂ) * (((k * Real.cos φ : ℝ) : ℂ)
```
